# The density window that makes a real two-orbital spectral matrix positive semidefinite

To decide whether the spectral densities of two orthonormal orbitals and of their normalized sum, each obtained by a separate analytic continuation to real frequency, fit together, the spectral matrix at one frequency is modelled as a real symmetric \(2\times 2\) matrix \(A\), and the orbital combination with real coefficients \(v\) is given the density \(v\cdot Av\). If the orbital densities \(a\) and \(b\) are nonnegative, the matrix rebuilt from \(a\), \(b\) and the sum density \(p\) is positive semidefinite exactly when \((\sqrt a-\sqrt b)^2\le 2p\le(\sqrt a+\sqrt b)^2\).

```lean
import Mathlib

open Matrix

namespace SpectralContinuation

noncomputable section

/-- The spectral density that a real spectral matrix `A`, taken at one frequency, assigns to the
orbital combination with real coefficients `v`. -/
def orbitalDensity (A : Matrix (Fin 2) (Fin 2) ℝ) (v : Fin 2 → ℝ) : ℝ :=
  v ⬝ᵥ (A *ᵥ v)

/-- The normalized sum of the two orbitals. -/
def sumOrbital : Fin 2 → ℝ := ![1 / √2, 1 / √2]

/-- The normalized difference of the two orbitals. -/
def diffOrbital : Fin 2 → ℝ := ![1 / √2, -(1 / √2)]

/-- The spectral matrix rebuilt from the densities `a`, `b` of the two orbitals and the density
`p` of their normalized sum. -/
def reconstructed (a b p : ℝ) : Matrix (Fin 2) (Fin 2) ℝ :=
  !![a, p - (a + b) / 2; p - (a + b) / 2, b]

/-- The density of the combination with coefficients `x` and `y`, written out in matrix
elements. -/
theorem orbitalDensity_pair (A : Matrix (Fin 2) (Fin 2) ℝ) (x y : ℝ) :
    orbitalDensity A ![x, y] = A 0 0 * x ^ 2 + (A 0 1 + A 1 0) * x * y + A 1 1 * y ^ 2 := by
  simp [orbitalDensity, Matrix.mulVec, dotProduct, Fin.sum_univ_two]
  ring

/-- The densities of the normalized sum and difference orbitals are the mean of the diagonal
elements plus or minus the mean of the off-diagonal elements. -/
theorem orbitalDensity_sum_diff (A : Matrix (Fin 2) (Fin 2) ℝ) :
    orbitalDensity A sumOrbital = (A 0 0 + A 1 1) / 2 + (A 0 1 + A 1 0) / 2 ∧
    orbitalDensity A diffOrbital = (A 0 0 + A 1 1) / 2 - (A 0 1 + A 1 0) / 2 := by
  have h : (1 / √2 : ℝ) * (1 / √2) = 1 / 2 := by
    rw [div_mul_div_comm, Real.mul_self_sqrt (by norm_num)]
    norm_num
  constructor
  · rw [sumOrbital, orbitalDensity_pair]
    linear_combination (A 0 0 + A 0 1 + A 1 0 + A 1 1) * h
  · rw [diffOrbital, orbitalDensity_pair]
    linear_combination (A 0 0 - A 0 1 - A 1 0 + A 1 1) * h

/-- A real symmetric spectral matrix has densities `a` and `b` in the two orbitals and `p` in
their normalized sum exactly when it is the reconstructed matrix. -/
theorem eq_reconstructed_iff {A : Matrix (Fin 2) (Fin 2) ℝ} (hA : A.IsSymm) (a b p : ℝ) :
    A = reconstructed a b p ↔
      orbitalDensity A ![1, 0] = a ∧ orbitalDensity A ![0, 1] = b ∧
        orbitalDensity A sumOrbital = p := by
  have hs : A 1 0 = A 0 1 := hA.apply 0 1
  rw [orbitalDensity_pair, orbitalDensity_pair, (orbitalDensity_sum_diff A).1]
  constructor
  · intro h
    have h00 : A 0 0 = a := by rw [h]; rfl
    have h01 : A 0 1 = p - (a + b) / 2 := by rw [h]; rfl
    have h11 : A 1 1 = b := by rw [h]; rfl
    rw [hs, h00, h01, h11]
    refine ⟨?_, ?_, ?_⟩ <;> ring
  · rintro ⟨h1, h2, h3⟩
    have h00 : A 0 0 = a := by linarith
    have h11 : A 1 1 = b := by linarith
    have h01 : A 0 1 = p - (a + b) / 2 := by linarith
    ext i j
    fin_cases i <;> fin_cases j
    · exact h00
    · exact h01
    · exact hs.trans h01
    · exact h11

/-- For nonnegative orbital densities `a` and `b`, the reconstructed matrix is positive
semidefinite exactly when the square of its off-diagonal element is at most `a * b`. -/
theorem posSemidef_iff_sq_le {a b : ℝ} (ha : 0 ≤ a) (hb : 0 ≤ b) (p : ℝ) :
    (reconstructed a b p).PosSemidef ↔ (p - (a + b) / 2) ^ 2 ≤ a * b := by
  have form (x y : ℝ) : orbitalDensity (reconstructed a b p) ![x, y] =
      a * x ^ 2 + 2 * (p - (a + b) / 2) * x * y + b * y ^ 2 := by
    rw [orbitalDensity_pair]
    change a * x ^ 2 + ((p - (a + b) / 2) + (p - (a + b) / 2)) * x * y + b * y ^ 2 = _
    ring
  rw [Matrix.posSemidef_iff_dotProduct_mulVec]
  generalize hc : p - (a + b) / 2 = c at form ⊢
  constructor
  · rintro ⟨-, h⟩
    have key (x y : ℝ) : 0 ≤ a * x ^ 2 + 2 * c * x * y + b * y ^ 2 := by
      have h' := h ![x, y]
      rw [star_trivial] at h'
      rw [← form]
      exact h'
    rcases ha.eq_or_lt with h0 | hpos
    · -- an empty first orbital leaves no room for an off-diagonal element
      subst h0
      have h1 := key (-(b + 1)) c
      nlinarith [mul_nonneg hb (sq_nonneg c), sq_nonneg c]
    · -- the combination (-c, a) has density a * (a * b - c ^ 2)
      have h1 : 0 ≤ a * (a * b - c ^ 2) := by
        have h2 := key (-c) a
        linarith
      have h3 : a * 0 ≤ a * (a * b - c ^ 2) := by linarith
      have h4 := le_of_mul_le_mul_left h3 hpos
      linarith
  · intro h
    refine ⟨?_, fun v => ?_⟩
    · ext i j
      fin_cases i <;> fin_cases j <;> simp [reconstructed]
    · have hv : v = ![v 0, v 1] := by
        ext i
        fin_cases i <;> rfl
      rw [star_trivial]
      change 0 ≤ orbitalDensity (reconstructed a b p) v
      rw [hv, form]
      generalize v 0 = x
      generalize v 1 = y
      rcases ha.eq_or_lt with h0 | hpos
      · subst h0
        have hc0 : c = 0 := by
          have h1 : c ^ 2 = 0 := le_antisymm (by linarith) (sq_nonneg c)
          exact pow_eq_zero_iff two_ne_zero |>.mp h1
        rw [hc0]
        have h2 := mul_nonneg hb (sq_nonneg y)
        linarith
      · -- complete the square after multiplying by a
        have h1 : a * 0 ≤ a * (a * x ^ 2 + 2 * c * x * y + b * y ^ 2) := by
          have h2 := mul_nonneg (sub_nonneg.mpr h) (sq_nonneg y)
          have h3 := sq_nonneg (a * x + c * y)
          linarith
        exact le_of_mul_le_mul_left h1 hpos

/-- For nonnegative orbital densities `a` and `b`, the reconstructed spectral matrix is positive
semidefinite exactly when twice the density `p` of the normalized sum orbital lies between
`(√a - √b) ^ 2` and `(√a + √b) ^ 2`. -/
theorem posSemidef_iff_window {a b : ℝ} (ha : 0 ≤ a) (hb : 0 ≤ b) (p : ℝ) :
    (reconstructed a b p).PosSemidef ↔
      (√a - √b) ^ 2 ≤ 2 * p ∧ 2 * p ≤ (√a + √b) ^ 2 := by
  rw [posSemidef_iff_sq_le ha hb]
  have hsa : √a ^ 2 = a := Real.sq_sqrt ha
  have hsb : √b ^ 2 = b := Real.sq_sqrt hb
  have hst : 0 ≤ √a * √b := mul_nonneg (Real.sqrt_nonneg a) (Real.sqrt_nonneg b)
  have hab : a * b = (√a * √b) ^ 2 := by rw [mul_pow, hsa, hsb]
  rw [hab]
  constructor
  · intro h
    -- the off-diagonal element lies between -√a √b and √a √b
    obtain ⟨h1, h2⟩ := abs_le.mp (abs_le_of_sq_le_sq h hst)
    constructor <;> linarith
  · rintro ⟨h1, h2⟩
    apply sq_le_sq' <;> linarith

/-- If the normalized sum orbital has zero density, the matrix reconstructed from nonnegative
orbital densities `a` and `b` is positive semidefinite exactly when `a = b`. -/
theorem posSemidef_zero_sum_iff {a b : ℝ} (ha : 0 ≤ a) (hb : 0 ≤ b) :
    (reconstructed a b 0).PosSemidef ↔ a = b := by
  rw [posSemidef_iff_sq_le ha hb]
  constructor
  · intro h
    have h1 : (a - b) ^ 2 = 0 := le_antisymm (by linarith) (sq_nonneg _)
    exact sub_eq_zero.mp (pow_eq_zero_iff two_ne_zero |>.mp h1)
  · rintro rfl
    exact le_of_eq (by ring)

/-- With densities 4 and 1 in the orbitals and 1/4 in their normalized sum, the normalized
difference also has positive density, but the combination with coefficients 1 and 2 has negative
density. -/
theorem positive_densities_violate_positivity :
    0 < orbitalDensity (reconstructed 4 1 (1 / 4)) ![1, 0] ∧
    0 < orbitalDensity (reconstructed 4 1 (1 / 4)) ![0, 1] ∧
    0 < orbitalDensity (reconstructed 4 1 (1 / 4)) sumOrbital ∧
    0 < orbitalDensity (reconstructed 4 1 (1 / 4)) diffOrbital ∧
    orbitalDensity (reconstructed 4 1 (1 / 4)) ![1, 2] < 0 := by
  have h00 : reconstructed 4 1 (1 / 4) 0 0 = 4 := rfl
  have h01 : reconstructed 4 1 (1 / 4) 0 1 = 1 / 4 - (4 + 1) / 2 := rfl
  have h10 : reconstructed 4 1 (1 / 4) 1 0 = 1 / 4 - (4 + 1) / 2 := rfl
  have h11 : reconstructed 4 1 (1 / 4) 1 1 = 1 := rfl
  rw [(orbitalDensity_sum_diff _).1, (orbitalDensity_sum_diff _).2, orbitalDensity_pair,
    orbitalDensity_pair, orbitalDensity_pair, h00, h01, h10, h11]
  norm_num

end

end SpectralContinuation
```

```lean
#print axioms SpectralContinuation.eq_reconstructed_iff
#print axioms SpectralContinuation.posSemidef_iff_window
#print axioms SpectralContinuation.posSemidef_zero_sum_iff
#print axioms SpectralContinuation.positive_densities_violate_positivity
```

```
'SpectralContinuation.eq_reconstructed_iff' depends on axioms: [propext, Classical.choice, Quot.sound]
'SpectralContinuation.posSemidef_iff_window' depends on axioms: [propext, Classical.choice, Quot.sound]
'SpectralContinuation.posSemidef_zero_sum_iff' depends on axioms: [propext, Classical.choice, Quot.sound]
'SpectralContinuation.positive_densities_violate_positivity' depends on axioms: [propext, Classical.choice, Quot.sound]
```

## Three densities and the matrix they fix

The function `orbitalDensity A v` is the quadratic form \(v\cdot Av\). The orbitals are numbered 0 and 1, as in Lean, so `![1, 0]` is the first orbital, `![0, 1]` is the second, and the elements of \(A\) are \(A_{00}, A_{01}, A_{10}, A_{11}\). The vectors `sumOrbital` and `diffOrbital` are \((1,1)/\sqrt2\) and \((1,-1)/\sqrt2\), both of unit length. They stand for normalized orbitals because the two original orbitals are taken to be orthonormal. The definition of the density itself doesn't require a normalized vector: for \(v\ne0\), the density of the normalized orbital is \(v\cdot Av/(v\cdot v)\), which has the same sign.

The matrix `reconstructed a b p` is

\[
\begin{pmatrix} a & c\\ c & b\end{pmatrix},\qquad c = p-\frac{a+b}{2}.
\]

The theorem `eq_reconstructed_iff` justifies this formula. It says that a symmetric real matrix has densities \(a\), \(b\) and \(p\) in the two orbitals and their normalized sum if and only if it is this matrix. Symmetry enters through the hypothesis `A.IsSymm`; without it, the three densities would fix only the sum \(A_{01}+A_{10}\).

The main result is `posSemidef_iff_window`. Its hypotheses are \(a\ge0\) and \(b\ge0\), and \(p\) may be any real number. Nothing needs to be assumed about the sign of \(p\), because the lower edge of the window is a square and already forces \(p\ge0\). Mathlib's `PosSemidef` means that the matrix is Hermitian, which for real entries is symmetric, and that its quadratic form is nonnegative on every vector. In physical terms, no real combination of the two orbitals has negative spectral density.

Two further theorems treat particular data. If the sum orbital has zero density, `posSemidef_zero_sum_iff` says that positivity holds exactly when \(a=b\). The theorem `positive_densities_violate_positivity` gives one matrix whose densities are strictly positive in both orbitals, in their sum and in their difference, but negative in another combination.

## Why the sum orbital is continued at all

For fermions, the spectral matrix is \(i/\pi\) times the anti-Hermitian part of the retarded Green's function, \(A(\omega)=\frac{i}{2\pi}\left(G^R(\omega)-G^R(\omega)^\dagger\right)\). Its Lehmann representation is a sum of rank-one matrices of the form \(uu^\dagger\) with nonnegative weights, so the exact \(A(\omega)\) is positive semidefinite. Its diagonal elements are nonnegative densities, while an off-diagonal element can be negative or complex.

This matters when \(A(\omega)\) is sought from imaginary-frequency data by a method that assumes a nonnegative spectrum, such as the usual form of maximum entropy. The diagonal elements can be treated directly. For the off-diagonal element, one can continue the Green's function of the normalized sum orbital, whose spectrum is also nonnegative, and then subtract the mean of the diagonal densities. For an exact real symmetric spectral matrix this subtraction gives the off-diagonal element exactly. Separate regularized continuations, however, each carry their own error, and nothing in three independent runs makes their results compatible.

The window is the compatibility condition at one frequency, for two orbitals with a real symmetric spectral matrix. In electronic-structure work that continues a matrix-valued Green's function in this way, it gives a pointwise check on such a pair of orbitals. Real symmetry is appropriate, for example, for real orbitals in a system with time-reversal symmetry and no spin-orbit coupling. For a complex Hermitian matrix the sum orbital determines only the real part of \(A_{01}\), and the imaginary part needs further data.

The step left open between the model and a calculation is the continuation itself. The numbers \(a\), \(b\) and \(p\) are given, with no Matsubara data behind them, so the theorems show that separately positive densities can be incompatible, but not that a particular algorithm produces such densities for a particular data set.

## From orbital combinations to the window

**Densities in terms of matrix elements.** For \(v=(x,y)\), multiplying out gives

\[
v\cdot Av=A_{00}x^2+(A_{01}+A_{10})xy+A_{11}y^2 .
\]

This is `orbitalDensity_pair`, obtained by expanding the two-term sums and applying `ring`. Setting \(x=y=1/\sqrt2\), and then \(x=-y=1/\sqrt2\), yields

\[
\frac{A_{00}+A_{11}}2\pm\frac{A_{01}+A_{10}}2
\]

for the sum and difference orbitals. In `orbitalDensity_sum_diff` the only fact needed about the square root is \((1/\sqrt2)^2=1/2\), which `linear_combination` multiplies by the appropriate combination of matrix elements.

**Uniqueness.** For symmetric \(A\), the three prescribed densities read

\[
A_{00}=a,\qquad A_{11}=b,\qquad \frac{a+b}{2}+A_{01}=p .
\]

The last equation gives \(A_{01}=p-(a+b)/2=c\), and symmetry gives \(A_{10}=c\). Conversely, inserting these elements returns the three densities. The proof of `eq_reconstructed_iff` solves the same linear equations with `linarith` and then compares the matrices entry by entry.

**Positivity as a bound on \(c\).** The theorem `posSemidef_iff_sq_le` states that, for \(a,b\ge0\), the reconstructed matrix is positive semidefinite exactly when \(c^2\le ab\). Its quadratic form is

\[
Q(x,y)=ax^2+2cxy+by^2 ,
\]

and this identity is called `form` in the proof.

Suppose first that \(Q\) is nonnegative everywhere. If \(a>0\), evaluate it at \((-c,a)\):

\[
0\le Q(-c,a)=ac^2-2ac^2+a^2b=a(ab-c^2).
\]

Dividing by \(a\) gives \(c^2\le ab\). If \(a=0\), that vector no longer helps, and the proof uses \((-(b+1),c)\):

\[
0\le Q(-(b+1),c)=-2(b+1)c^2+bc^2=-(b+2)c^2 .
\]

Since \(b+2>0\), this forces \(c=0\), so the bound holds. An orbital with no density therefore has no off-diagonal element with the other orbital. The split into \(a=0\) and \(a>0\) is the step `ha.eq_or_lt`, and the two test vectors are the arguments passed to `key`.

Now suppose that \(c^2\le ab\). If \(a=0\), then \(c=0\) and \(Q(x,y)=by^2\ge0\). If \(a>0\), multiply by \(a\) and complete the square:

\[
aQ(x,y)=(ax+cy)^2+(ab-c^2)y^2\ge0 .
\]

Cancelling the positive factor \(a\) gives \(Q(x,y)\ge0\). In Lean, the two nonnegative terms are supplied as `h3` and `h2`, `linarith` adds them, and `le_of_mul_le_mul_left` cancels \(a\). This direction also checks the symmetry that `PosSemidef` demands.

**Taking the square root.** Put \(s=\sqrt a\sqrt b\), so that \(s\ge0\) and \(s^2=ab\). Then \(c^2\le ab\) is equivalent to \(-s\le c\le s\). Doubling, and using \(2c=2p-a-b\), gives

\[
a+b-2\sqrt a\sqrt b\le2p\le a+b+2\sqrt a\sqrt b .
\]

Because \(a=(\sqrt a)^2\) and \(b=(\sqrt b)^2\), the outer expressions are \((\sqrt a-\sqrt b)^2\) and \((\sqrt a+\sqrt b)^2\). The proof of `posSemidef_iff_window` passes from squares to the two-sided bound with `abs_le_of_sq_le_sq` and `abs_le`, and returns with `sq_le_sq'`. The remaining rearrangements are linear once the squares of the roots are known.

**An empty sum orbital.** For \(p=0\) we have \(c=-(a+b)/2\), and

\[
c^2-ab=\frac{(a+b)^2}{4}-ab=\frac{(a-b)^2}{4}.
\]

This is at most zero only if \(a=b\). The matrix then has diagonal elements \(a\) and off-diagonal elements \(-a\), so all of its density, if there is any, lies in the difference orbital.

## Densities 4, 1 and 1/4

Take \(a=4\), \(b=1\) and \(p=1/4\). The off-diagonal element is

\[
c=\frac14-\frac52=-\frac94 ,
\]

and the normalized difference orbital has density \(\frac52+\frac94=\frac{19}4\). Both orbitals, their sum and their difference thus have positive density. For the coefficients \((1,2)\), however,

\[
Q(1,2)=4\cdot1+2\left(-\frac94\right)\cdot2+1\cdot4=-1 .
\]

The vector \((1,2)\) has squared length 5, so the corresponding normalized orbital has density \(-1/5\). The window shows what is wrong: it requires \(1\le2p\le9\), while \(2p=1/2\). Raising \(p\) to the lower edge, \(p=1/2\), gives \(c=-2\) and

\[
Q(x,y)=4x^2-4xy+y^2=(2x-y)^2 ,
\]

which is nonnegative and vanishes for the same combination \((1,2)\).

The example also shows that positivity of the matrix can't be inferred from nonnegative densities in the two orbitals, their sum and their difference. The last two conditions say only that \(|c|\le(a+b)/2\), whereas positivity requires \(|c|\le\sqrt{ab}\). For nonnegative \(a\) and \(b\) these bounds agree only when \(a=b\). Here they are \(5/2\) and \(2\), and \(|c|=9/4\) lies between them.
